# With invertible coupling, the remainder of Blöchl's separable form has the rank of the potential less the number of reference orbitals

Let $V$ be a square matrix over $\mathbb R$ or $\mathbb C$, representing a one-particle potential in a finite orthonormal basis. In a pseudopotential calculation it stands for the nonlocal part that is left once a local potential has been chosen. The $k$ reference orbitals $\varphi_j$ are the columns of a matrix $F$, and they need be neither normalised nor mutually orthogonal. A dagger denotes the conjugate transpose, which for real matrices is the ordinary transpose.

In Lean, `𝕜` is the field, with `RCLike 𝕜` covering both the real and the complex case. The finite type `n` labels the basis functions and the finite type `κ` labels the reference orbitals, so $k$ is `Fintype.card κ`.

```lean
import Mathlib

open Matrix

namespace SeparablePseudopotential

noncomputable section

variable {𝕜 n κ : Type*} [RCLike 𝕜] [Fintype n] [Fintype κ] [DecidableEq κ]
```

The coupling matrix collects the matrix elements of the potential between reference orbitals:

$$B = F^\dagger V F,\qquad B_{ij} = \langle \varphi_i|V|\varphi_j\rangle .$$

```lean
/-- The coupling matrix `B = F† V F` of the potential `V` between the reference orbitals,
which are the columns of `F`. -/
def coupling (V : Matrix n n 𝕜) (F : Matrix n κ 𝕜) : Matrix κ κ 𝕜 := Fᴴ * V * F
```

Blöchl's multi-projector form is built from the products $VF$ and $F^\dagger V$ and the inverse of $B$. The columns of $VF$ are the vectors $V\varphi_j$, and for Hermitian $V$ the rows of $F^\dagger V$ are their conjugate transposes:

$$W = V F B^{-1} F^\dagger V .$$

Most results below assume that $B$ is invertible, written `IsUnit (coupling V F)`. This means that the reference orbitals are linearly independent and that no nonzero combination of them is mapped by $V$ to a vector orthogonal to all of them. For singular $B$, Mathlib sets the inverse to zero, and `separable` is then the zero matrix.

```lean
/-- Blöchl's multi-projector form `W = V F B⁻¹ F† V` of the potential `V`, meant for
reference orbitals whose coupling matrix `B` is invertible. -/
def separable (V : Matrix n n 𝕜) (F : Matrix n κ 𝕜) : Matrix n n 𝕜 :=
  V * F * (coupling V F)⁻¹ * (Fᴴ * V)
```

For Hermitian $V$, applying $W$ to a state takes $k$ overlaps with the vectors $V\varphi_j$, one small $k\times k$ matrix and a linear combination of the same $k$ vectors. This is why separable forms are attractive in electronic-structure codes, and for invertible $B$ the rank law below gives the rank of the part of the potential that Blöchl's form leaves out.

## Hermiticity and agreement on the orbitals

Let $V^\dagger = V$. Then $B^\dagger = F^\dagger V^\dagger F = B$, so $B^{-1}$ is Hermitian too, and

$$W^\dagger = V^\dagger F (B^{-1})^\dagger F^\dagger V^\dagger = V F B^{-1} F^\dagger V = W .$$

The proof first establishes $B^\dagger = B$ as `hB`, then reverses the product in the same way.

```lean
/-- The separable form of a Hermitian potential is Hermitian. -/
theorem separable_isHermitian {V : Matrix n n 𝕜} (hV : V.IsHermitian) (F : Matrix n κ 𝕜) :
    (separable V F).IsHermitian := by
  have hB : (coupling V F)ᴴ = coupling V F := by
    simp only [coupling, conjTranspose_mul, conjTranspose_conjTranspose, hV.eq,
      Matrix.mul_assoc]
  change (separable V F)ᴴ = separable V F
  simp only [separable, conjTranspose_mul, conjTranspose_conjTranspose,
    conjTranspose_nonsing_inv, hV.eq, hB, Matrix.mul_assoc]
```

On the reference orbitals the inverse cancels against the coupling matrix:

$$W F = V F B^{-1}(F^\dagger V F) = V F B^{-1} B = V F .$$

Column by column, this says $W\varphi_j = V\varphi_j$. Hermiticity of $V$ is not used.

```lean
/-- If the coupling matrix is invertible, the separable form acts on every reference orbital
as the full potential does. -/
theorem separable_mul {V : Matrix n n 𝕜} {F : Matrix n κ 𝕜} (hB : IsUnit (coupling V F)) :
    separable V F * F = V * F := by
  calc separable V F * F = V * F * ((coupling V F)⁻¹ * coupling V F) := by
        simp only [separable, coupling, Matrix.mul_assoc]
    _ = V * F := by
        rw [Matrix.nonsing_inv_mul _ ((Matrix.isUnit_iff_isUnit_det _).mp hB), Matrix.mul_one]
```

The same cancellation works from the left:

$$F^\dagger W = (F^\dagger V F) B^{-1} F^\dagger V = F^\dagger V .$$

Hence $\langle\varphi_i|W|\psi\rangle = \langle\varphi_i|V|\psi\rangle$ for every state $\psi$, whether or not it is a reference orbital.

```lean
/-- If the coupling matrix is invertible, the separable form and the full potential have the
same matrix elements between a reference orbital on the left and any state on the right. -/
theorem conjTranspose_mul_separable {V : Matrix n n 𝕜} {F : Matrix n κ 𝕜}
    (hB : IsUnit (coupling V F)) : Fᴴ * separable V F = Fᴴ * V := by
  calc Fᴴ * separable V F = coupling V F * (coupling V F)⁻¹ * (Fᴴ * V) := by
        simp only [separable, coupling, Matrix.mul_assoc]
    _ = Fᴴ * V := by
        rw [Matrix.mul_nonsing_inv _ ((Matrix.isUnit_iff_isUnit_det _).mp hB), Matrix.one_mul]
```

## Counting ranks

Let $B$ be invertible, here and in the next section. The rank of $W$ is exactly $k$. It is at most $k$, because the left factor $V F B^{-1}$ has only $k$ columns. It is at least $k$, because

$$B = F^\dagger V F = F^\dagger (W F)$$

has rank $k$, and multiplying $W$ by other matrices cannot raise its rank. The two bullets after `le_antisymm` are these two bounds.

```lean
/-- If the coupling matrix is invertible, the rank of the separable form is the number of
reference orbitals. -/
theorem rank_separable {V : Matrix n n 𝕜} {F : Matrix n κ 𝕜} (hB : IsUnit (coupling V F)) :
    (separable V F).rank = Fintype.card κ := by
  apply le_antisymm
  · exact (Matrix.rank_mul_le_left _ _).trans (Matrix.rank_le_card_width _)
  · -- the coupling matrix itself is a compression of the separable form
    have h : coupling V F = Fᴴ * (separable V F * F) := by
      rw [separable_mul hB, coupling, Matrix.mul_assoc]
    rw [← Matrix.rank_of_isUnit _ hB, h]
    exact (Matrix.rank_mul_le_right _ _).trans (Matrix.rank_mul_le_left _ _)
```

The remainder $V - W$ is the part of the potential that the separable form misses. To find its rank, take a vector $y$ in the ranges of both $V-W$ and $W$, so that $y = (V-W)a = Wb$. Since $F^\dagger W = F^\dagger V$,

$$F^\dagger y = F^\dagger (V-W) a = 0,\qquad F^\dagger V b = F^\dagger W b = F^\dagger y = 0 ,$$

and therefore

$$y = W b = V F B^{-1}(F^\dagger V b) = 0 .$$

The two ranges meet only in zero. Together they span the range of $V$. One inclusion holds because $Wb = V(FB^{-1}F^\dagger V b)$ and $(V-W)a = Va - Wa$ both lie in the range of $V$; the other holds because $Va = (V-W)a + Wa$. The dimension formula for two subspaces then gives

$$\operatorname{rank}(V-W) + k = \operatorname{rank} V .$$

In the proof, `hinf` is the trivial intersection and `hsup` the common span, while `Submodule.finrank_sup_add_finrank_inf_eq` is the dimension formula. The law is stated as a sum because subtraction of natural numbers in Lean stops at zero. It also shows that invertible coupling requires $k \le \operatorname{rank} V$.

```lean
/-- If the coupling matrix is invertible, the rank of the remainder `V - W` and the number of
reference orbitals add up to the rank of `V`. -/
theorem rank_remainder {V : Matrix n n 𝕜} {F : Matrix n κ 𝕜} (hB : IsUnit (coupling V F)) :
    (V - separable V F).rank + Fintype.card κ = V.rank := by
  -- the ranges of the remainder and of the separable form meet only in zero
  have hinf : LinearMap.range (V - separable V F).mulVecLin ⊓
      LinearMap.range (separable V F).mulVecLin = ⊥ := by
    rw [Submodule.eq_bot_iff]
    rintro y ⟨⟨a, ha⟩, ⟨b, hb⟩⟩
    have ha' : (V - separable V F) *ᵥ a = y := ha
    have hb' : separable V F *ᵥ b = y := hb
    have h0 : Fᴴ *ᵥ y = 0 := by
      rw [← ha', Matrix.mulVec_mulVec, Matrix.mul_sub, conjTranspose_mul_separable hB,
        sub_self, Matrix.zero_mulVec]
    have h1 : (Fᴴ * V) *ᵥ b = 0 := by
      rw [← conjTranspose_mul_separable hB, ← Matrix.mulVec_mulVec, hb', h0]
    rw [← hb', separable, ← Matrix.mulVec_mulVec, h1, Matrix.mulVec_zero]
  have hW : LinearMap.range (separable V F).mulVecLin ≤ LinearMap.range V.mulVecLin := by
    rintro _ ⟨b, rfl⟩
    refine ⟨(F * (coupling V F)⁻¹ * (Fᴴ * V)) *ᵥ b, ?_⟩
    simp only [Matrix.mulVecLin_apply, Matrix.mulVec_mulVec, separable, Matrix.mul_assoc]
  -- together they span the range of the potential
  have hsup : LinearMap.range (V - separable V F).mulVecLin ⊔
      LinearMap.range (separable V F).mulVecLin = LinearMap.range V.mulVecLin := by
    apply le_antisymm
    · refine sup_le ?_ hW
      rintro _ ⟨a, rfl⟩
      have h : (V - separable V F).mulVecLin a
          = V.mulVecLin a - (separable V F).mulVecLin a := by
        simp only [Matrix.mulVecLin_apply, Matrix.sub_mulVec]
      rw [h]
      exact Submodule.sub_mem _ ⟨a, rfl⟩ (hW ⟨a, rfl⟩)
    · rintro _ ⟨a, rfl⟩
      have h : V.mulVecLin a
          = (V - separable V F).mulVecLin a + (separable V F).mulVecLin a := by
        simp only [Matrix.mulVecLin_apply, Matrix.sub_mulVec, sub_add_cancel]
      rw [h]
      exact Submodule.add_mem_sup ⟨a, rfl⟩ ⟨a, rfl⟩
  have h := Submodule.finrank_sup_add_finrank_inf_eq
    (LinearMap.range (V - separable V F).mulVecLin) (LinearMap.range (separable V F).mulVecLin)
  rw [hsup, hinf, finrank_bot, add_zero] at h
  rw [← rank_separable hB]
  exact h.symm
```

## When the separable form is exact

If $W = V$, the remainder has rank zero and the rank law gives $k = \operatorname{rank} V$. Conversely, if $k = \operatorname{rank} V$, the remainder has rank zero. Its range is then the zero subspace, so it sends every basis vector to zero; all its columns vanish, and $W = V$.

The main theorem gathers the results. For Hermitian $V$ (`hV`) and invertible $B$ (`hB`), it states that $W$ is Hermitian, that $WF = VF$, that the rank law holds, and that $W = V$ exactly when the number of orbitals equals the rank of $V$. In the last part, `omega` extracts the zero rank from the rank law, and `Pi.single j 1` is the basis vector that picks out column $j$.

The theorem gives the rank of the remainder and does not estimate its size: a remainder of rank one may still have a large matrix element. Nor does it address ghost states, scattering properties or the limit of a complete basis.

```lean
/-- For a Hermitian potential and reference orbitals with invertible coupling matrix, Blöchl's form
`W` is Hermitian and agrees with `V` on the orbitals, and the rank of `V - W` plus the number of
orbitals is the rank of `V`; `W` equals `V` exactly when the number of orbitals is the rank of `V`.
-/
theorem bloechl_separable {V : Matrix n n 𝕜} {F : Matrix n κ 𝕜} (hV : V.IsHermitian)
    (hB : IsUnit (coupling V F)) :
    (separable V F).IsHermitian ∧ separable V F * F = V * F ∧
      (V - separable V F).rank + Fintype.card κ = V.rank ∧
      (separable V F = V ↔ Fintype.card κ = V.rank) := by
  classical
  have hr := rank_remainder hB
  refine ⟨separable_isHermitian hV F, separable_mul hB, hr, ?_, ?_⟩
  · intro h
    rw [h, sub_self, Matrix.rank_zero, zero_add] at hr
    exact hr
  · intro h
    -- a remainder of rank zero vanishes
    have h0 : (V - separable V F).rank = 0 := by omega
    have h1 : LinearMap.range (V - separable V F).mulVecLin = ⊥ :=
      Submodule.finrank_eq_zero.mp h0
    have h2 := LinearMap.range_eq_bot.mp h1
    ext i j
    have h3 := congrFun (LinearMap.congr_fun h2 (Pi.single j 1)) i
    simp only [Matrix.mulVecLin_apply, Matrix.mulVec_single_one, Matrix.col_apply,
      Matrix.sub_apply, LinearMap.zero_apply, Pi.zero_apply] at h3
    exact (sub_eq_zero.mp h3).symm
```

## One orbital: the Kleinman–Bylander form

A single orbital $\varphi$ is treated as a matrix with one column.

```lean
/-- A single orbital written as a one-column matrix. -/
def orbital (φ : n → 𝕜) : Matrix n (Fin 1) 𝕜 := Matrix.of fun i _ => φ i
```

The coupling matrix is now the number $b = \langle\varphi|V|\varphi\rangle$. For Hermitian $V$ we have $\varphi^\dagger V = (V\varphi)^\dagger$, so if $b \neq 0$,

$$W = \frac{|V\varphi\rangle\langle V\varphi|}{\langle\varphi|V|\varphi\rangle},
\qquad\text{that is,}\qquad b\,W = |V\varphi\rangle\langle V\varphi| .$$

The theorem states the second version. There `star φ ⬝ᵥ V *ᵥ φ` is $b$, and `vecMulVec` with `star` in its second argument is the ket-bra product. The proof identifies $B$ with $b$ times the $1\times1$ identity, inverts it, and cancels $b$. The matrix $V$ here is a single Hermitian matrix; the usual separation into angular-momentum channels is not modelled.

```lean
/-- Kleinman–Bylander form: for a Hermitian potential and one orbital with `⟨φ|V|φ⟩ ≠ 0`, the
separable form times `⟨φ|V|φ⟩` is the ket-bra product `|Vφ⟩⟨Vφ|`. -/
theorem kleinman_bylander {V : Matrix n n 𝕜} (hV : V.IsHermitian) (φ : n → 𝕜)
    (hb : star φ ⬝ᵥ V *ᵥ φ ≠ 0) :
    (star φ ⬝ᵥ V *ᵥ φ) • separable V (orbital φ)
      = vecMulVec (V *ᵥ φ) (star (V *ᵥ φ)) := by
  have hB : coupling V (orbital φ) = (star φ ⬝ᵥ V *ᵥ φ) • (1 : Matrix (Fin 1) (Fin 1) 𝕜) := by
    ext i j
    obtain rfl := Subsingleton.elim i j
    rw [coupling, Matrix.mul_assoc, Matrix.smul_apply, Matrix.one_apply_eq, smul_eq_mul, mul_one]
    rfl
  have hinv : (coupling V (orbital φ))⁻¹
      = (star φ ⬝ᵥ V *ᵥ φ)⁻¹ • (1 : Matrix (Fin 1) (Fin 1) 𝕜) := by
    apply Matrix.inv_eq_right_inv
    rw [hB, Matrix.smul_mul, Matrix.one_mul, smul_smul, mul_inv_cancel₀ hb, one_smul]
  have hadj : (orbital φ)ᴴ * V = (V * orbital φ)ᴴ := by rw [conjTranspose_mul, hV.eq]
  rw [separable, hinv, hadj, Matrix.mul_smul, Matrix.mul_one, Matrix.smul_mul, smul_smul,
    mul_inv_cancel₀ hb, one_smul]
  ext i j
  rw [Matrix.mul_apply, Fin.sum_univ_one]
  rfl
```

## A two-level potential worked by hand

Take

$$V=\begin{pmatrix}0&1\\1&0\end{pmatrix},\qquad \varphi=\begin{pmatrix}1\\1\end{pmatrix}.$$

Then $V\varphi = \varphi$ and $b = 2$; for the normalised orbital $\varphi/\sqrt2$ the expectation value is $1$. Either normalisation gives the same separable form:

$$W=\frac12\begin{pmatrix}1&1\\1&1\end{pmatrix},\qquad
V-W=\frac12\begin{pmatrix}-1&1\\1&-1\end{pmatrix}.$$

The remainder has rank $1$ and $V$ has rank $2$, in agreement with $1 + 1 = 2$. Adding the orbital $(1,-1)$, which $V$ multiplies by $-1$, makes $B = \operatorname{diag}(2,-2)$ and

$$W=\frac12\begin{pmatrix}1&1\\1&1\end{pmatrix}-\frac12\begin{pmatrix}1&-1\\-1&1\end{pmatrix}=V ,$$

so two orbitals exhaust the potential.

For the single orbital $(1,1)$, the next theorem confirms the two hypotheses of the main theorem: $V$ is Hermitian and its coupling matrix is invertible.

```lean
/-- The two-level potential with off-diagonal elements 1 and the orbital `(1, 1)` meet the
hypotheses of the main theorem. -/
theorem bloechl_separable_witness :
    (!![0, 1; 1, 0] : Matrix (Fin 2) (Fin 2) ℝ).IsHermitian ∧
      IsUnit (coupling (!![0, 1; 1, 0] : Matrix (Fin 2) (Fin 2) ℝ) !![1; 1]) := by
  constructor
  · ext i j
    fin_cases i <;> fin_cases j <;> simp
  · rw [Matrix.isUnit_iff_isUnit_det, isUnit_iff_ne_zero, Matrix.det_fin_one]
    norm_num [coupling, Matrix.mul_apply, Fin.sum_univ_succ]
```

## An orbital with vanishing coupling

The same potential also shows what can happen when the coupling is singular. It now receives a name.

```lean
/-- The two-level potential with off-diagonal elements 1. -/
def twoLevel : Matrix (Fin 2) (Fin 2) ℝ := !![0, 1; 1, 0]
```

The orbital this time is the first basis state, $u = (1,0)$, which is already normalised.

```lean
/-- The orbital `(1, 0)` of the two-level system as a one-column matrix. -/
def upper : Matrix (Fin 2) (Fin 1) ℝ := !![1; 0]
```

The potential moves $u$ entirely into the other level: $Vu = (0,1)$, and so $\langle u|V|u\rangle = 0$. Replace $B^{-1}$ by an arbitrary coefficient $D$. Acting on $u$, the resulting form gives

$$V u\, D\, (u^\dagger V u) = V u\, D \cdot 0 = 0 \neq V u .$$

No coefficient makes a form built from $Vu$ alone reproduce the potential on $u$. In the proof, `h0` is the vanishing coupling, `h2` is the conclusion $Vu = 0$ that the assumed equality would force, and `h1` is the second component of that equation, with index 1 in Lean, which would read $1 = 0$.

```lean
/-- For the two-level potential `V` and the orbital `u = (1, 0)`, no choice of the coefficient `D`
makes the form `V u D u† V` reproduce the potential on the orbital. -/
theorem no_separable_form (D : Matrix (Fin 1) (Fin 1) ℝ) :
    twoLevel * upper * D * (upperᴴ * twoLevel) * upper ≠ twoLevel * upper := by
  intro h
  -- the coupling of the orbital with itself vanishes
  have h0 : upperᴴ * (twoLevel * upper) = 0 := by
    ext i j
    simp only [Matrix.mul_apply, Fin.sum_univ_two, Matrix.conjTranspose_apply]
    fin_cases i
    fin_cases j
    simp [twoLevel, upper]
  have h2 : twoLevel * upper = 0 := by
    rw [← h, Matrix.mul_assoc _ (upperᴴ * twoLevel) upper, Matrix.mul_assoc upperᴴ, h0,
      Matrix.mul_zero]
  -- but the potential does not annihilate the orbital
  have h1 := congrFun (congrFun h2 1) 0
  rw [Matrix.mul_apply, Fin.sum_univ_two] at h1
  simp [twoLevel, upper] at h1

end

end SeparablePseudopotential
```

```lean
#print axioms SeparablePseudopotential.rank_separable
#print axioms SeparablePseudopotential.bloechl_separable
#print axioms SeparablePseudopotential.kleinman_bylander
#print axioms SeparablePseudopotential.no_separable_form
```

```
'SeparablePseudopotential.rank_separable' depends on axioms: [propext, Classical.choice, Quot.sound]
'SeparablePseudopotential.bloechl_separable' depends on axioms: [propext, Classical.choice, Quot.sound]
'SeparablePseudopotential.kleinman_bylander' depends on axioms: [propext, Classical.choice, Quot.sound]
'SeparablePseudopotential.no_separable_form' depends on axioms: [propext, Classical.choice, Quot.sound]
```
